# The flat-bath hybridisation function on the imaginary axis and its wide-band limit

## Conventions for the flat bath

An impurity level is coupled to a bath of non-interacting levels. Integrating out the bath leaves a function of complex energy $z$, the hybridisation function. For discrete bath levels $\epsilon_k$ with couplings $V_k$ it is

$$\Delta(z)=\sum_k \frac{|V_k|^2}{z-\epsilon_k}.$$

For a continuum, the weights $|V_k|^2$ merge into a density in the bath energy $e$. The flat bath takes this density to be the constant $\Gamma/\pi$ for $-W\le e\le W$ and zero elsewhere, so that

$$\Delta(z)=\int_{-W}^{W}\frac{\Gamma/\pi}{z-e}\,de .$$

Here $W$ is the half-bandwidth, and energies are measured from the band centre. The constant $\Gamma$ is an energy that stands for the coupling strength: it is $\pi$ times the squared coupling times the density of bath states. With this normalisation, a resonant level in a wide band has half-width $\Gamma$ at half maximum.

We write $z=x+i\omega$ with $x$ and $\omega$ real. The points $z=i\omega$ are the ones used in Matsubara calculations when the chemical potential lies at the band centre, with $\hbar=1$. Nothing below needs $\omega$ to take the discrete Matsubara values.

## The integral by hand

The claim is that for $\omega\neq0$

$$\Delta(i\omega)=-\frac{2i\Gamma}{\pi}\arctan\frac{W}{\omega},$$

and that for fixed $\omega>0$ this tends to $-i\Gamma$ as $W\to\infty$.

Start from a general $z=x+i\omega$ off the real axis. Multiplying numerator and denominator by the complex conjugate of the denominator gives

$$\frac{1}{x+i\omega-e}=\frac{x-e}{(x-e)^2+\omega^2}-i\,\frac{\omega}{(x-e)^2+\omega^2}.$$

Both parts have elementary antiderivatives in $e$. For the real part,

$$\frac{d}{de}\left[-\tfrac12\ln\big((x-e)^2+\omega^2\big)\right]=\frac{x-e}{(x-e)^2+\omega^2},$$

and for the Lorentzian in the imaginary part,

$$\frac{d}{de}\arctan\frac{e-x}{\omega}=\frac{1/\omega}{1+(e-x)^2/\omega^2}=\frac{\omega}{(x-e)^2+\omega^2}.$$

The function $F(e)=-\tfrac12\ln\big((x-e)^2+\omega^2\big)-i\arctan\big((e-x)/\omega\big)$ is therefore an antiderivative of $1/(x+i\omega-e)$. Since $\omega\ne0$, the integrand is continuous on the whole band, and $\Delta=(\Gamma/\pi)\,[F(W)-F(-W)]$. Written out, using that the arctangent is odd,

$$\Delta(x+i\omega)=\frac{\Gamma}{\pi}\left[\frac12\ln\frac{(x+W)^2+\omega^2}{(x-W)^2+\omega^2}-i\left(\arctan\frac{W-x}{\omega}+\arctan\frac{W+x}{\omega}\right)\right].$$

At $x=0$ the logarithm vanishes and the two arctangents are equal, which is the claimed formula. As $W\to\infty$ with $\omega>0$ fixed, $\arctan(W/\omega)\to\pi/2$ and $\Delta(i\omega)\to-i\Gamma$. The formula is odd in $\omega$, so $\Delta(-i\omega)\to+i\Gamma$.

For $W,\omega>0$ the identity $\arctan(W/\omega)=\pi/2-\arctan(\omega/W)$ gives the finite-band correction exactly:

$$\Delta(i\omega)+i\Gamma=\frac{2i\Gamma}{\pi}\arctan\frac{\omega}{W}.$$

To bound it, put $t=\arctan y$ with $y\ge0$ in the inequality $t\le\tan t$, valid for $0\le t<\pi/2$. This yields $\arctan y\le y$, and so

$$|\Delta(i\omega)+i\Gamma|\le\frac{2|\Gamma|}{\pi}\,\frac{\omega}{W}.$$

The correction depends on $\omega$ and $W$ only through their ratio. It therefore also vanishes when $W>0$ is fixed and $\omega\to0^+$.

## Two bandwidths in numbers

Take $\Gamma>0$ and $W=\sqrt3\,\omega$. Then $\arctan\sqrt3=\pi/3$ and $\Delta(i\omega)=-\tfrac23 i\Gamma$, so the wide-band value is off by $\Gamma/3\approx0.333\,\Gamma$. The bound allows $2\Gamma/(\pi\sqrt3)\approx0.368\,\Gamma$.

For $W=10\,\omega$ we have $\arctan(0.1)\approx0.09967$. The correction is about $0.0635\,\Gamma$ against a bound of $0.0637\,\Gamma$, and $\Delta(i\omega)\approx-0.9365\,i\Gamma$.

## The bath as a Lean integral

The file opens Mathlib's notation for limits, the imaginary unit `I` and the number `π`.

```lean
import Mathlib

open Filter Topology
open Complex (I)
open scoped Real

namespace FlatBathHybridisation

noncomputable section
```

The definition is the integral above. `Γ` and `W` are real, `z` is complex, and the integration variable `e` is a real number regarded as complex inside the fraction.

```lean
/-- The hybridisation function at complex energy `z` of a bath with constant
spectral weight `Γ/π` on the band from `-W` to `W`. -/
def flatBath (Γ W : ℝ) (z : ℂ) : ℂ :=
  ∫ e in (-W)..W, ((Γ / π : ℝ) : ℂ) / (z - e)
```

No sign conditions are built in. A physical bath has `Γ` and `W` non-negative, and the theorems ask for positivity only where the argument uses it. For real $z$ strictly inside the band and $\Gamma\neq0$ the integral diverges, and Lean then assigns it the value zero, which has no physical meaning; the theorems stay off the real axis.

The antiderivative $F$ is defined next, with its real and imaginary parts given as real functions.

```lean
/-- A logarithm and an arctangent of the bath energy `e`, combined into one complex function. -/
def bathPrimitive (x ω e : ℝ) : ℂ :=
  ((-(1 / 2) * Real.log ((x - e) ^ 2 + ω ^ 2) : ℝ) : ℂ)
    - ((Real.arctan ((e - x) / ω) : ℝ) : ℂ) * I
```

## Differentiating the antiderivative

The first lemma says that $x+i\omega-e$ is never zero when $\omega\neq0$. If it were, its imaginary part $\omega$ would be zero as well, and the proof takes that imaginary part.

```lean
/-- Off the real axis, the energy `x + iω` never meets a bath level `e`. -/
theorem resolvent_denom_ne_zero (x e : ℝ) {ω : ℝ} (hω : ω ≠ 0) :
    (x : ℂ) + ω * I - e ≠ 0 := by
  intro h
  have him := congrArg Complex.im h
  simp at him
  exact hω him
```

The second lemma states that $F'(e)=1/(x+i\omega-e)$ at every real $e$.

```lean
/-- For `ω ≠ 0`, the derivative of `bathPrimitive` in the bath energy is the propagator `1/(x + iω -
e)` of a single bath level. -/
theorem hasDerivAt_bathPrimitive (x e : ℝ) {ω : ℝ} (hω : ω ≠ 0) :
    HasDerivAt (bathPrimitive x ω) (1 / ((x : ℂ) + ω * I - e)) e := by
  have hpos : 0 < (x - e) ^ 2 + ω ^ 2 := by positivity
  have h1 : HasDerivAt (fun t : ℝ => (x - t) ^ 2 + ω ^ 2) (-2 * (x - e)) e := by
    have h := (((hasDerivAt_id' e).const_sub x).fun_pow 2).add_const (ω ^ 2)
    exact h.congr_deriv (by norm_num)
  -- the real part of the propagator comes from the logarithm
  have h2 : HasDerivAt (fun t : ℝ => -(1 / 2) * Real.log ((x - t) ^ 2 + ω ^ 2))
      ((x - e) / ((x - e) ^ 2 + ω ^ 2)) e :=
    ((h1.log hpos.ne').const_mul (-(1 / 2))).congr_deriv (by ring)
  -- the Lorentzian imaginary part comes from the arctangent
  have h3 : HasDerivAt (fun t : ℝ => Real.arctan ((t - x) / ω))
      (ω / ((x - e) ^ 2 + ω ^ 2)) e := by
    have h := (((hasDerivAt_id' e).sub_const x).div_const ω).arctan
    refine h.congr_deriv ?_
    have hq : 1 + ((e - x) / ω) ^ 2 = ((x - e) ^ 2 + ω ^ 2) / ω ^ 2 := by
      field_simp
      ring
    rw [hq]
    have hD := hpos.ne'
    field_simp
  refine (h2.ofReal_comp.fun_sub (h3.ofReal_comp.mul_const I)).congr_deriv ?_
  have hD : ((x : ℂ) - e) ^ 2 + (ω : ℂ) ^ 2 ≠ 0 := by exact_mod_cast hpos.ne'
  have key : ((x : ℂ) - e - ω * I) * ((x : ℂ) + ω * I - e)
      = ((x : ℂ) - e) ^ 2 + (ω : ℂ) ^ 2 := by
    linear_combination (-(ω : ℂ) ^ 2) * Complex.I_sq
  push_cast
  calc ((x : ℂ) - e) / (((x : ℂ) - e) ^ 2 + (ω : ℂ) ^ 2)
        - (ω : ℂ) / (((x : ℂ) - e) ^ 2 + (ω : ℂ) ^ 2) * I
      = ((x : ℂ) - e - ω * I) / (((x : ℂ) - e) ^ 2 + (ω : ℂ) ^ 2) := by ring
    _ = 1 / ((x : ℂ) + ω * I - e) := by
      rw [div_eq_div_iff hD (resolvent_denom_ne_zero x e hω), key, one_mul]
```

The steps follow the calculation by hand. `h1` differentiates $(x-e)^2+\omega^2$, `h2` applies the chain rule to the logarithm, and `h3` does the same for the arctangent, with `hq` putting $1+((e-x)/\omega)^2$ over the common denominator $\omega^2$. The two real derivatives are then combined into a complex one. What remains is the splitting of the propagator into real and imaginary parts, read from right to left: `key` is the product $(x-e-i\omega)(x+i\omega-e)=(x-e)^2+\omega^2$, and the closing `calc` uses it to return to $1/(x+i\omega-e)$.

## The closed form off the real axis

`flatBath_eq` is the formula for $\Delta(x+i\omega)$ with any real $x$ and any $\omega\neq0$. The logarithm of the quotient appears as a difference of two logarithms.

```lean
/-- The flat-bath hybridisation function at any complex energy `x + iω` off the real axis,
as a logarithmic real part and an arctangent imaginary part. -/
theorem flatBath_eq (Γ W x : ℝ) {ω : ℝ} (hω : ω ≠ 0) :
    flatBath Γ W ((x : ℂ) + ω * I) = ((Γ / π : ℝ) : ℂ) *
      ((((Real.log ((x + W) ^ 2 + ω ^ 2) - Real.log ((x - W) ^ 2 + ω ^ 2)) / 2 : ℝ) : ℂ)
        - ((Real.arctan ((W - x) / ω) + Real.arctan ((W + x) / ω) : ℝ) : ℂ) * I) := by
  have hc : Continuous (fun e : ℝ => 1 / ((x : ℂ) + ω * I - e)) :=
    continuous_const.div (continuous_const.sub Complex.continuous_ofReal)
      (fun e => resolvent_denom_ne_zero x e hω)
  have hint := intervalIntegral.integral_eq_sub_of_hasDerivAt
    (fun e _ => hasDerivAt_bathPrimitive x e hω) (hc.intervalIntegrable (-W) W)
  have hfac : flatBath Γ W ((x : ℂ) + ω * I)
      = ((Γ / π : ℝ) : ℂ) * ∫ e in (-W)..W, 1 / ((x : ℂ) + ω * I - e) := by
    unfold flatBath
    rw [← intervalIntegral.integral_const_mul]
    exact intervalIntegral.integral_congr fun e _ => div_eq_mul_one_div _ _
  have hneg : (-W - x) / ω = -((W + x) / ω) := by ring
  rw [hfac, hint]
  unfold bathPrimitive
  rw [hneg, Real.arctan_neg, sub_neg_eq_add]
  simp only [Complex.ofReal_add, Complex.ofReal_sub, Complex.ofReal_mul, Complex.ofReal_neg,
    Complex.ofReal_div, Complex.ofReal_one, Complex.ofReal_ofNat]
  ring
```

`hc` records that the integrand is continuous, which rests on the non-vanishing denominator. `hint` is the fundamental theorem of calculus, giving $F(W)-F(-W)$. `hfac` takes the constant $\Gamma/\pi$ out of the integral, and `hneg` together with the oddness of the arctangent turns the contribution of the lower limit into $+\arctan((W+x)/\omega)$.

Letting $\omega\to0^+$ in this formula gives a neighbouring result, the retarded hybridisation function on the real axis. For $|x|<W$ both arctangents tend to $\pi/2$, and

$$\Delta(x+i0^+)=\frac{\Gamma}{\pi}\ln\frac{W+x}{W-x}-i\Gamma .$$

The imaginary part is constant across the band, as the flat density demands, while the real part is a level shift that diverges logarithmically at the band edges. The file takes this limit only at the centre, $x=0$, in its last theorem.

## The value at imaginary energy

Setting $x=0$ gives the main formula.

```lean
/-- At the imaginary energy `iω` with `ω ≠ 0`, the flat-bath hybridisation function is `-(2iΓ/π)
arctan(W/ω)`. -/
theorem flatBath_matsubara (Γ W : ℝ) {ω : ℝ} (hω : ω ≠ 0) :
    flatBath Γ W (ω * I) = -(2 * I * Γ / π) * ((Real.arctan (W / ω) : ℝ) : ℂ) := by
  have h := flatBath_eq Γ W 0 hω
  simp only [Complex.ofReal_zero, zero_add, zero_sub, sub_zero, add_zero, neg_sq, sub_self,
    zero_div] at h
  rw [h]
  simp only [Complex.ofReal_add, Complex.ofReal_div]
  ring
```

The proof specialises `flatBath_eq` and simplifies. The two logarithms become identical and cancel, and the arctangents add to $2\arctan(W/\omega)$. The theorem covers both signs of $\omega$.

## The limit of infinite bandwidth

In `flatBath_wideBand`, the limit $W\to\infty$ is written as `Tendsto` along `atTop`, with $\omega>0$ held fixed.

```lean
/-- Wide-band limit: at fixed `ω > 0` the hybridisation function at `iω` tends to `-iΓ`
as the half-bandwidth `W` tends to infinity. -/
theorem flatBath_wideBand (Γ : ℝ) {ω : ℝ} (hω : 0 < ω) :
    Tendsto (fun W : ℝ => flatBath Γ W (ω * I)) atTop (𝓝 (-(I * Γ))) := by
  have ha : Tendsto (fun W : ℝ => Real.arctan (W / ω)) atTop (𝓝 (π / 2)) :=
    (Real.tendsto_arctan_atTop.mono_right nhdsWithin_le_nhds).comp
      (tendsto_id.atTop_div_const hω)
  have hb := ((Complex.continuous_ofReal.tendsto (π / 2)).comp ha).const_mul
    (-(2 * I * (Γ : ℂ) / π))
  have hπ : (π : ℂ) ≠ 0 := by exact_mod_cast Real.pi_ne_zero
  have hv : -(2 * I * (Γ : ℂ) / π) * ((π / 2 : ℝ) : ℂ) = -(I * Γ) := by
    rw [Complex.ofReal_div, Complex.ofReal_ofNat]
    field_simp
  rw [hv] at hb
  exact hb.congr fun W => (flatBath_matsubara Γ W hω.ne').symm
```

`ha` says that $\arctan(W/\omega)\to\pi/2$, because $W/\omega\to\infty$ for positive $\omega$. `hb` multiplies this limit by the constant prefactor $-2i\Gamma/\pi$, and `hv` evaluates the product as $-i\Gamma$. The last line transfers the limit from the closed form to the integral.

On the negative imaginary axis the limit has the opposite sign.

```lean
/-- At the opposite imaginary energy `-iω`, with `ω > 0`, the wide-band limit is `+iΓ`. -/
theorem flatBath_wideBand_neg (Γ : ℝ) {ω : ℝ} (hω : 0 < ω) :
    Tendsto (fun W : ℝ => flatBath Γ W (-(ω * I))) atTop (𝓝 (I * Γ)) := by
  have hodd : ∀ W : ℝ, -flatBath Γ W (ω * I) = flatBath Γ W (-(ω * I)) := by
    intro W
    have h := flatBath_matsubara Γ W (neg_ne_zero.2 hω.ne')
    rw [Complex.ofReal_neg, neg_mul (ω : ℂ) I, div_neg, Real.arctan_neg,
      Complex.ofReal_neg] at h
    rw [h, flatBath_matsubara Γ W hω.ne']
    ring
  have hl := (flatBath_wideBand Γ hω).neg
  rw [neg_neg] at hl
  exact hl.congr hodd
```

Here `hodd` establishes $\Delta(-i\omega)=-\Delta(i\omega)$ at every bandwidth by applying the closed form at $\omega$ and at $-\omega$. Negating the previous limit then gives $+i\Gamma$. Together the two theorems give the wide-band form $-i\Gamma\,\mathrm{sgn}\,\omega$ on the imaginary axis.

## The error made at finite bandwidth

The next theorem is an equality: for positive $W$ and $\omega$, the finite-band value plus $i\Gamma$ is exactly $(2i\Gamma/\pi)\arctan(\omega/W)$.

```lean
/-- For `W, ω > 0`, the exact difference between the finite-band hybridisation function at `iω` and
the value `-iΓ` is `(2iΓ/π) arctan(ω/W)`. -/
theorem flatBath_correction (Γ : ℝ) {W ω : ℝ} (hW : 0 < W) (hω : 0 < ω) :
    flatBath Γ W (ω * I) + I * Γ
      = 2 * I * Γ / π * ((Real.arctan (ω / W) : ℝ) : ℂ) := by
  have ha : Real.arctan (W / ω) = π / 2 - Real.arctan (ω / W) := by
    rw [← inv_div ω W, Real.arctan_inv_of_pos (div_pos hω hW)]
  have hπ : (π : ℂ) ≠ 0 := by exact_mod_cast Real.pi_ne_zero
  rw [flatBath_matsubara Γ W hω.ne', ha, Complex.ofReal_sub, Complex.ofReal_div,
    Complex.ofReal_ofNat]
  field_simp
  ring
```

`ha` is the reciprocal identity for the arctangent, which needs a positive argument. After it is substituted into the closed form, the term $\pi/2$ produces $-i\Gamma$ and cancels against the added $i\Gamma$.

The bound follows by taking absolute values, written as norms in Lean.

```lean
/-- For `W, ω > 0`, the finite-band hybridisation function at `iω` differs from `-iΓ` by at most
`(2|Γ|/π)(ω/W)`. -/
theorem flatBath_error_le (Γ : ℝ) {W ω : ℝ} (hW : 0 < W) (hω : 0 < ω) :
    ‖flatBath Γ W (ω * I) + I * Γ‖ ≤ 2 * |Γ| / π * (ω / W) := by
  have h0 : 0 ≤ Real.arctan (ω / W) := Real.arctan_nonneg.2 (div_pos hω hW).le
  -- for y ≥ 0, arctan y ≤ y follows from t ≤ tan t
  have h1 : Real.arctan (ω / W) ≤ ω / W := by
    have h := Real.le_tan h0 (Real.arctan_lt_pi_div_two _)
    rwa [Real.tan_arctan] at h
  have h2 : ‖(2 : ℂ)‖ = 2 := by norm_num
  rw [flatBath_correction Γ hW hω]
  simp only [norm_mul, norm_div, Complex.norm_I, Complex.norm_real, Real.norm_eq_abs,
    abs_of_pos Real.pi_pos, abs_of_nonneg h0, h2, mul_one]
  exact mul_le_mul_of_nonneg_left h1 (by positivity)
```

`h0` and `h1` together say that $0\le\arctan(\omega/W)\le\omega/W$, the upper estimate coming from $t\le\tan t$. The simplification reduces the norm of the exact correction to $(2|\Gamma|/\pi)\arctan(\omega/W)$, and multiplying `h1` by the non-negative prefactor finishes the proof.

For impurity and embedding calculations with a non-interacting flat bath and the chemical potential at the band centre, this estimates the error of replacing the hybridisation function by the constant $-i\Gamma$ at a given positive Matsubara frequency. The replacement is accurate for $\omega\ll W$. It concerns $\Delta$ alone; the resulting error in an interacting impurity's self-energy or occupation is a separate question, and a bath with structure in its density needs its own integral.

## Approaching the band centre

The last theorem fixes $W>0$ and lets $\omega$ tend to zero from above, which Lean writes as `𝓝[>] 0`.

```lean
/-- For a fixed band with `W > 0`, the hybridisation function at `iω` tends to `-iΓ`
as `ω` tends to zero from above. -/
theorem flatBath_bandCentre (Γ : ℝ) {W : ℝ} (hW : 0 < W) :
    Tendsto (fun ω : ℝ => flatBath Γ W (ω * I)) (𝓝[>] 0) (𝓝 (-(I * Γ))) := by
  have hg : Continuous (fun ω : ℝ =>
      2 * I * (Γ : ℂ) / π * ((Real.arctan (ω / W) : ℝ) : ℂ) - I * Γ) :=
    (continuous_const.mul (Complex.continuous_ofReal.comp
      (Real.continuous_arctan.comp (continuous_id.div_const W)))).sub continuous_const
  have h0 := (hg.tendsto 0).mono_left (nhdsWithin_le_nhds (s := Set.Ioi 0))
  simp only [zero_div, Real.arctan_zero, Complex.ofReal_zero, mul_zero, zero_sub] at h0
  refine h0.congr' ?_
  filter_upwards [self_mem_nhdsWithin] with ω hω
  linear_combination -(flatBath_correction Γ hW hω)

end

end FlatBathHybridisation
```

The expression $(2i\Gamma/\pi)\arctan(\omega/W)-i\Gamma$ is continuous in $\omega$, including at $\omega=0$, where it equals $-i\Gamma$; this is the content of `hg` and `h0`. For $\omega>0$ it coincides with $\Delta(i\omega)$ by `flatBath_correction`, so the two share the same limit from above. Along the positive imaginary axis, the limit at the band centre is thus $-i\Gamma$ for every positive bandwidth.

```lean
#print axioms FlatBathHybridisation.flatBath_wideBand
-- 'FlatBathHybridisation.flatBath_wideBand' depends on axioms: [propext, Classical.choice, Quot.sound]
#print axioms FlatBathHybridisation.flatBath_wideBand_neg
-- 'FlatBathHybridisation.flatBath_wideBand_neg' depends on axioms: [propext, Classical.choice, Quot.sound]
#print axioms FlatBathHybridisation.flatBath_error_le
-- 'FlatBathHybridisation.flatBath_error_le' depends on axioms: [propext, Classical.choice, Quot.sound]
#print axioms FlatBathHybridisation.flatBath_bandCentre
-- 'FlatBathHybridisation.flatBath_bandCentre' depends on axioms: [propext, Classical.choice, Quot.sound]
```
